# A state supported where a potential touches the cost from below has least mean cost at its density

Suppose a calculation at strong coupling has returned a candidate arrangement of $N$ electrons with a prescribed density, together with a one-body potential $v$. Before the energy is used, one wants to know that no other arrangement with the same density has a lower mean repulsion. On finitely many sites, two checks are enough. The sum of $v$ over the occupied positions must nowhere exceed the repulsion, and it must equal the repulsion on every configuration that occurs in the candidate.

In density functional theory, the least mean repulsion at fixed density is the leading part of the sum of kinetic energy and repulsion in the strong-coupling limit. The model here is its classical form on a finite set of sites, without kinetic energy.

## The gap between cost and summed potential

Let $X$ be a finite set of sites. A configuration is a tuple $r=(r_0,\dots,r_{N-1})$ of sites, and $c(r)$ is its cost, an arbitrary real number. A state is a probability distribution $P$ on configurations. Its density and mean cost are
$$n(x)=\sum_r P(r)\sum_i \delta_{r_i,x},\qquad C[P]=\sum_r P(r)\,c(r).$$
For a potential $v$, write $\langle v,n\rangle=\sum_x v(x)\,n(x)$. Call $v$ admissible if $\sum_i v(r_i)\le c(r)$ for every $r$.

Inserting the density and summing over $x$ first gives
$$\langle v,n\rangle=\sum_r P(r)\sum_i\sum_x v(x)\,\delta_{r_i,x}=\sum_r P(r)\sum_i v(r_i).$$
Subtracting this from the mean cost leaves the mean of a gap:
$$C[P]-\langle v,n\rangle=\sum_r P(r)\,g_v(r),\qquad g_v(r)=c(r)-\sum_i v(r_i).$$

If $v$ is admissible, every term on the right is nonnegative, so $\langle v,n\rangle\le C[P]$. Equality holds exactly when every term vanishes, that is, when $g_v(r)=0$ wherever $P(r)\neq0$. In that case we say that $v$ touches the cost on the support of $P$.

Now let $v$ be admissible and touch the cost on the support of $P$, so that $C[P]=\langle v,n\rangle$. Three conclusions follow.

- If $Q$ is any state with density $n$, then $C[P]=\langle v,n\rangle\le C[Q]$. Hence $P$ is a minimiser.
- If $u$ is any admissible potential, then $\langle u,n\rangle\le C[P]=\langle v,n\rangle$. Hence $v$ is an optimal potential.
- If $Q$ is another minimiser, then $\langle v,n\rangle\le C[Q]\le C[P]=\langle v,n\rangle$. Equality holds throughout, so $v$ also touches the cost on the support of $Q$.

The same comparison works for any optimal potential $u$ and any minimiser $Q$:
$$\langle u,n\rangle\le C[Q]\le C[P]=\langle v,n\rangle\le\langle u,n\rangle.$$
Again all the terms are equal, so $u$ touches the cost on the support of $Q$.

Physically, $-v$ acts as an external potential. In it the classical energy $c(r)-\sum_i v(r_i)$ is nowhere negative, and the electrons occupy only configurations of energy zero. For $N\ge1$, the bound and the contact together fix the additive constant that a potential otherwise leaves free.

## Two electrons on four sites

Label the sites of a chain $0,1,2,3$, with unit spacing. Two electrons on different sites repel with the inverse of their distance, and two on the same site with strength $2$. This last number stands for the finite repulsion of two electrons sharing one localised orbital. Take $v=(\tfrac18,\tfrac38,\tfrac38,\tfrac18)$ and compare:

| Sites occupied | Summed potential | Repulsion |
|---|---|---|
| the same site | $1/4$ or $3/4$ | $2$ |
| $0,1$ or $2,3$ | $1/2$ | $1$ |
| $1,2$ | $3/4$ | $1$ |
| $0,2$ or $1,3$ | $1/2$ | $1/2$ |
| $0,3$ | $1/4$ | $1/3$ |

The potential is admissible, and it touches the repulsion exactly at separation two. Give weight $1/4$ to each of $(0,2),(1,3),(2,0),(3,1)$. Every site appears in two of these configurations, so the density is $1/2$ per site. The mean repulsion is $1/2$, which is also $\langle v,n\rangle$. At this density the minimisers are therefore exactly the states in which the electrons are always two sites apart.

## States, densities and potentials in Lean

A configuration is a function `r : Fin N → X`, where `r i` is the site of electron `i`, counted from zero.

```lean
import Mathlib

open Finset

namespace StrongCouplingDuality

noncomputable section

variable {X : Type*} [Fintype X] [DecidableEq X] {N : ℕ}
```

The inner sum in `density` counts the electrons on site `x`, so the density adds up to $N$ for a normalised state, not to one.

```lean
/-- The density of a distribution `P` of `N`-tuples: the mean number of electrons on site `x`. -/
def density (P : (Fin N → X) → ℝ) (x : X) : ℝ :=
  ∑ r, P r * ∑ i, if r i = x then 1 else 0
```

The mean cost is a plain weighted sum. Because `c` takes real values, an infinite hard-core repulsion is excluded.

```lean
/-- The mean of the cost `c` in the distribution `P`. -/
def meanCost (c P : (Fin N → X) → ℝ) : ℝ := ∑ r, P r * c r

/-- The pairing `⟨v, n⟩` of a one-body potential with a density. -/
def pairing (v n : X → ℝ) : ℝ := ∑ x, v x * n x
```

The first two definitions accept any real weights. `Realises n P` adds the physical requirements: nonnegative weights, total one, and density `n`. It does not require symmetry under exchange of electron labels, and no wavefunction enters.

```lean
/-- `P` is a probability distribution of `N`-tuples with density `n`. -/
structure Realises (n : X → ℝ) (P : (Fin N → X) → ℝ) : Prop where
  nonneg : ∀ r, 0 ≤ P r
  total : ∑ r, P r = 1
  density_eq : density P = n
```

The two conditions on the potential are separate. `Admissible` concerns all configurations, including those with several electrons on one site, while `Touches` concerns only those with nonzero weight.

```lean
/-- The summed potential `v` nowhere exceeds the cost `c`. -/
def Admissible (c : (Fin N → X) → ℝ) (v : X → ℝ) : Prop :=
  ∀ r, ∑ i, v (r i) ≤ c r

/-- The summed potential `v` equals the cost `c` on every configuration that occurs in `P`. -/
def Touches (c : (Fin N → X) → ℝ) (v : X → ℝ) (P : (Fin N → X) → ℝ) : Prop :=
  ∀ r, P r ≠ 0 → ∑ i, v (r i) = c r
```

Minimisers and optimal potentials are defined by comparison with every competitor, so no infimum or supremum has to be introduced.

```lean
/-- `P` has the least mean cost among all distributions with density `n`. -/
def IsMinimiser (c : (Fin N → X) → ℝ) (n : X → ℝ) (P : (Fin N → X) → ℝ) : Prop :=
  Realises n P ∧ ∀ Q, Realises n Q → meanCost c P ≤ meanCost c Q

/-- `v` has the largest pairing with `n` among all admissible potentials. -/
def IsOptimalPotential (c : (Fin N → X) → ℝ) (n v : X → ℝ) : Prop :=
  Admissible c v ∧ ∀ u, Admissible c u → pairing u n ≤ pairing v n
```

## From the pairing to weak duality

The first lemma rewrites $\langle v,n\rangle$ as the mean of the summed potential. The two uses of `Finset.sum_comm` move the sum over sites inside the sums over configurations and electrons. There `Finset.sum_ite_eq` keeps only the site that electron `i` occupies.

```lean
/-- The pairing of a potential with the density of `P` is the mean of the summed potential. -/
theorem pairing_density (v : X → ℝ) (P : (Fin N → X) → ℝ) :
    pairing v (density P) = ∑ r, P r * ∑ i, v (r i) := by
  simp only [pairing, density, Finset.mul_sum]
  refine Finset.sum_comm.trans (Finset.sum_congr rfl fun r _ => ?_)
  refine Finset.sum_comm.trans (Finset.sum_congr rfl fun i _ => ?_)
  -- only the site occupied by electron `i` contributes
  simp only [mul_ite, mul_one, mul_zero, Finset.sum_ite_eq, Finset.mem_univ, if_true]
  exact mul_comm _ _
```

Subtraction then gives the gap formula. The hypothesis `hP` is used here only to replace `n` by the density of `P`.

```lean
/-- For a distribution with density `n`, the mean cost minus the pairing `⟨v, n⟩` is the mean gap
between the cost and the summed potential. -/
theorem meanCost_sub_pairing (c : (Fin N → X) → ℝ) (v : X → ℝ) {n : X → ℝ}
    {P : (Fin N → X) → ℝ} (hP : Realises n P) :
    meanCost c P - pairing v n = ∑ r, P r * (c r - ∑ i, v (r i)) := by
  rw [← hP.density_eq, pairing_density, meanCost, ← Finset.sum_sub_distrib]
  exact Finset.sum_congr rfl fun r _ => by ring
```

For an admissible potential each term of that sum is a product of two nonnegative factors, and the lower bound follows.

```lean
/-- Weak duality: for an admissible potential, `⟨v, n⟩` is a lower bound on the mean cost of
every distribution with density `n`. -/
theorem pairing_le_meanCost {c : (Fin N → X) → ℝ} {v n : X → ℝ} {P : (Fin N → X) → ℝ}
    (hv : Admissible c v) (hP : Realises n P) : pairing v n ≤ meanCost c P := by
  have h := meanCost_sub_pairing c v hP
  have h0 : 0 ≤ ∑ r, P r * (c r - ∑ i, v (r i)) :=
    Finset.sum_nonneg fun r _ => mul_nonneg (hP.nonneg r) (sub_nonneg.2 (hv r))
  linarith
```

The equality condition has two directions. If the bound is attained, the sum of nonnegative terms is zero, and `Finset.sum_eq_zero_iff_of_nonneg` makes each term zero. Where the weight is nonzero, the gap must then vanish. Conversely, if the potential touches the cost on the support, each term is zero because either its weight or its gap is.

```lean
/-- For an admissible potential and a distribution with density `n`, the lower bound `⟨v, n⟩`
is attained exactly when the summed potential equals the cost on the support. -/
theorem pairing_eq_meanCost_iff {c : (Fin N → X) → ℝ} {v n : X → ℝ} {P : (Fin N → X) → ℝ}
    (hv : Admissible c v) (hP : Realises n P) :
    pairing v n = meanCost c P ↔ Touches c v P := by
  have h := meanCost_sub_pairing c v hP
  constructor
  · intro he r hr
    -- a vanishing sum of nonnegative gaps vanishes term by term
    have h0 : ∑ r, P r * (c r - ∑ i, v (r i)) = 0 := by linarith
    have hz := (Finset.sum_eq_zero_iff_of_nonneg fun r _ =>
      mul_nonneg (hP.nonneg r) (sub_nonneg.2 (hv r))).1 h0 r (Finset.mem_univ r)
    have hg := (mul_eq_zero.1 hz).resolve_left hr
    linarith
  · intro ht
    have h0 : ∑ r, P r * (c r - ∑ i, v (r i)) = 0 := by
      refine Finset.sum_eq_zero fun r _ => ?_
      by_cases hr : P r = 0
      · rw [hr, zero_mul]
      · rw [ht r hr, sub_self, mul_zero]
    linarith
```

## Optimality of the state and of the potential

The main theorem takes an admissible `v` and a state `P` with density `n` on whose support `v` touches the cost. The existence of such a pair is a hypothesis: the theorem certifies a pair that has been found, and does not construct one for a given density.

In the proof, `he` is the common value $\langle v,n\rangle=C[P]$. The first two bullets substitute it into weak duality, once for a competing state and once for a competing potential. The third uses `le_antisymm` to show that another minimiser attains the bound, and then applies the equality condition.

```lean
/-- Let `v` be admissible and let `P` be a distribution with density `n`, supported where the summed
potential equals the cost. Then `P` minimises the mean cost at density `n`, `v` maximises `⟨v, n⟩`,
and every minimiser is supported on the same equality set. -/
theorem strong_coupling_optimality {c : (Fin N → X) → ℝ} {v n : X → ℝ}
    {P : (Fin N → X) → ℝ} (hv : Admissible c v) (hP : Realises n P) (ht : Touches c v P) :
    IsMinimiser c n P ∧ IsOptimalPotential c n v ∧
      ∀ Q, IsMinimiser c n Q → Touches c v Q := by
  have he := (pairing_eq_meanCost_iff hv hP).2 ht
  refine ⟨⟨hP, fun Q hQ => ?_⟩, ⟨hv, fun u hu => ?_⟩, fun Q hQ => ?_⟩
  · exact he ▸ pairing_le_meanCost hv hQ
  · exact he.symm ▸ pairing_le_meanCost hu hP
  · -- another minimiser has the same mean cost, so it attains the bound too
    exact (pairing_eq_meanCost_iff hv hQ.1).1
      (le_antisymm (pairing_le_meanCost hv hQ.1) (he.symm ▸ hQ.2 P hP))
```

The next theorem extends the contact property to every optimal potential `u` and every minimiser `Q`. The inequalities `h1` and `h2` are the two optimality comparisons in the closed chain derived above.

```lean
/-- If some admissible potential touches the cost on the support of some distribution with
density `n`, then every optimal potential touches it on the support of every minimiser. -/
theorem optimal_potential_touches {c : (Fin N → X) → ℝ} {v n u : X → ℝ}
    {P Q : (Fin N → X) → ℝ} (hv : Admissible c v) (hP : Realises n P) (ht : Touches c v P)
    (hu : IsOptimalPotential c n u) (hQ : IsMinimiser c n Q) : Touches c u Q := by
  have he := (pairing_eq_meanCost_iff hv hP).2 ht
  have h1 := hu.2 v hv
  have h2 := hQ.2 P hP
  exact (pairing_eq_meanCost_iff hu.1 hQ.1).1
    (le_antisymm (pairing_le_meanCost hu.1 hQ.1) (by linarith))
```

## The chain, checked configuration by configuration

The definitions carry over the numbers of the example. In `chainState` the addition `r 0 + 2` is modulo four, which sends $0,1,2,3$ to $2,3,0,1$. On this chain, that is the same as saying that the electrons are two sites apart.

```lean
/-- Repulsion of two electrons on a chain of four sites: the inverse distance on different
sites, and `2` on the same site. -/
def chainCost (r : Fin 2 → Fin 4) : ℝ :=
  if r 0 = r 1 then 2 else 1 / |((r 0).val : ℝ) - ((r 1).val : ℝ)|

/-- A potential on the four-site chain, higher on the two inner sites. -/
def chainPotential : Fin 4 → ℝ := ![1/8, 3/8, 3/8, 1/8]

/-- The state in which the second electron is always two sites away from the first (site
labels are added modulo four), with equal weights. -/
def chainState (r : Fin 2 → Fin 4) : ℝ := if r 1 = r 0 + 2 then 1/4 else 0
```

The comparison in the table becomes a check of all sixteen ordered pairs. `fin_cases` lists them and `norm_num` evaluates the potential and the repulsion, with `decide` settling what remains about site labels.

```lean
/-- On the chain the summed potential never exceeds the repulsion, and equals it exactly when
the electrons are two sites apart. -/
theorem chain_contact (r : Fin 2 → Fin 4) :
    ∑ i, chainPotential (r i) ≤ chainCost r ∧
      (∑ i, chainPotential (r i) = chainCost r ↔ r 1 = r 0 + 2) := by
  simp only [Fin.sum_univ_two, chainCost]
  generalize r 0 = a
  generalize r 1 = b
  fin_cases a <;> fin_cases b <;> norm_num [chainPotential] <;> decide
```

The next theorem verifies the hypotheses of the main theorem for the explicit state. The auxiliary statement `hs` turns a sum over configurations into a double sum over sites. For the density, `hcount` separates the contributions of the two electrons. Each electron reaches a given site in exactly one of the four configurations, which gives $\tfrac14+\tfrac14=\tfrac12$.

```lean
/-- The state `chainState` is a probability distribution with density one half on each site,
and `chainPotential` is admissible and touches the repulsion on its support. -/
theorem chain_witness : Admissible chainCost chainPotential ∧
    Realises (fun _ => 1/2) chainState ∧ Touches chainCost chainPotential chainState := by
  -- a sum over pairs of positions is a double sum over sites
  have hs : ∀ f : (Fin 2 → Fin 4) → ℝ, ∑ r, f r = ∑ a, ∑ b, f ![a, b] := by
    intro f
    rw [← (finTwoArrowEquiv (Fin 4)).symm.sum_comp, Fintype.sum_prod_type]
    rfl
  refine ⟨fun r => (chain_contact r).1, ⟨fun r => ?_, ?_, ?_⟩, fun r hr => ?_⟩
  · unfold chainState
    split_ifs <;> norm_num
  · rw [hs]
    norm_num [chainState]
  · funext x
    rw [density, hs]
    -- moving by two sites is its own inverse, so each site is reached once by each electron
    have h2 : ∀ a y : Fin 4, a + 2 = y ↔ a = y + 2 := by decide
    have hshift : ∀ a y : Fin 4,
        (if a + 2 = y then (1 : ℝ) else 0) = if a = y + 2 then 1 else 0 :=
      fun a y => if_congr (h2 a y) rfl rfl
    have hweight : ∀ a b : Fin 4,
        chainState ![a, b] = if b = a + 2 then 1/4 else 0 := fun _ _ => rfl
    have hcount : ∀ a b y : Fin 4,
        (∑ i : Fin 2, if (![a, b] : Fin 2 → Fin 4) i = y then (1 : ℝ) else 0) =
          (if a = y then 1 else 0) + (if b = y then 1 else 0) :=
      fun _ _ _ => Fin.sum_univ_two _
    simp only [hweight, hcount, ite_mul, zero_mul, Finset.sum_ite_eq', Finset.mem_univ,
      if_true]
    simp only [hshift, ← Finset.mul_sum, Finset.sum_add_distrib, Finset.sum_ite_eq',
      Finset.mem_univ, if_true]
    norm_num
  · refine (chain_contact r).2.2 ?_
    by_contra h
    exact hr (if_neg h)
```

The last theorem characterises all minimisers at this density. In the forward direction, the explicit state supplies the reference pair, and the main theorem forces any minimiser `Q` onto the contact set. In the reverse direction, `chainPotential` touches the cost on the support of `Q`, so the main theorem applies to `Q` directly.

The minimiser is not unique as a distribution of labelled electrons: weight $1/2$ on each of $(0,2)$ and $(1,3)$ serves equally well. In every minimiser, the density fixes the total weight of $(0,2)$ and $(2,0)$ at $1/2$, and likewise that of $(1,3)$ and $(3,1)$. Only the division of each weight between the two labellings is free.

```lean
/-- On the chain with density one half per site, the minimisers of the mean repulsion are
exactly the distributions of that density in which the electrons are always two sites apart. -/
theorem chain_minimiser_iff (Q : (Fin 2 → Fin 4) → ℝ) :
    IsMinimiser chainCost (fun _ => 1/2) Q ↔
      Realises (fun _ => 1/2) Q ∧ ∀ r, Q r ≠ 0 → r 1 = r 0 + 2 := by
  obtain ⟨hv, hP, ht⟩ := chain_witness
  constructor
  · intro hQ
    exact ⟨hQ.1, fun r hr => (chain_contact r).2.1
      ((strong_coupling_optimality hv hP ht).2.2 Q hQ r hr)⟩
  · rintro ⟨hQ, hr⟩
    exact (strong_coupling_optimality hv hQ fun r h => (chain_contact r).2.2 (hr r h)).1

end

end StrongCouplingDuality
```

```lean
#print axioms StrongCouplingDuality.optimal_potential_touches
#print axioms StrongCouplingDuality.chain_minimiser_iff
```

```
'StrongCouplingDuality.optimal_potential_touches' depends on axioms: [propext, Classical.choice, Quot.sound]
'StrongCouplingDuality.chain_minimiser_iff' depends on axioms: [propext, Classical.choice, Quot.sound]
```
